# Pairwise coexistence of three phases need not give three-phase coexistence

Put three corner phases of energy 0 at the compositions $(0,0)$, $(1,0)$ and $(0,1)$, and a compound of energy $-1$ at $(1/3,1/3)$. Every mixture of two corner phases attains the hull energy, but no mixture of all three with positive fractions does. More generally, take affinely independent corner phases and one compound strictly inside their simplex, with energy below the plane through the corner energies. A mixture of these phases then attains the hull energy exactly when at least one corner phase is absent.

For a phase diagram built from finitely many phases of fixed composition, this means that stable binary edges do not settle the ternary interior.

## Phases, fractions and the hull energy

Compositions are points of a real vector space $V$. The finite type `ι` labels the corner phases, and `κ` labels any finite collection of phases.

```lean
import Mathlib

open Finset

namespace PairwiseCoexistence

noncomputable section

variable {ι κ V : Type*} [Fintype ι] [Fintype κ] [AddCommGroup V] [Module ℝ V]
```

A mixture assigns to each phase $k$ a fraction $w_k\ge 0$, with $\sum_k w_k=1$. If energies are given per atom, $w_k$ is the fraction of all atoms that sit in phase $k$.

```lean
/-- Phase fractions of a mixture: nonnegative and summing to one. -/
def IsMixture (w : κ → ℝ) : Prop := (∀ k, 0 ≤ w k) ∧ ∑ k, w k = 1
```

With phase $k$ at composition $x_k$, the overall composition is the weighted sum $\sum_k w_k x_k$.

```lean
/-- Overall composition of phases at compositions `x` taken with fractions `w`. -/
def composition (x : κ → V) (w : κ → ℝ) : V := ∑ k, w k • x k
```

The energy is the corresponding sum $\sum_k w_k E_k$. Interfacial energies are neglected, and each phase has one composition and one energy, so solution phases with a continuous composition range are not covered. At fixed temperature and pressure, $E_k$ may be read as a Gibbs energy.

```lean
/-- Energy of phases with energies `E` taken with fractions `w`. -/
def energy (E : κ → ℝ) (w : κ → ℝ) : ℝ := ∑ k, w k * E k
```

The hull energy at a composition is the lowest energy of any mixture with that composition. A mixture $w$ attains it if every mixture $v$ with $\sum_k v_k x_k=\sum_k w_k x_k$ satisfies $\sum_k w_kE_k\le\sum_k v_kE_k$.

```lean
/-- The fractions `w` attain the hull energy: no mixture of the same overall composition
has a lower energy. -/
def AttainsHull (x : κ → V) (E : κ → ℝ) (w : κ → ℝ) : Prop :=
  ∀ v, IsMixture v → composition x v = composition x w → energy E w ≤ energy E v
```

Only the listed phases compete. In a calculation this is a linear program: minimise $\sum_k v_kE_k$ over nonnegative fractions, with their sum and the overall composition fixed. The energy of $w$ minus the optimum is its energy above the hull.

Coexistence could also have been modelled by a common tangent plane: an affine function of composition that lies nowhere above the phase energies and touches those of the phases present. In the triangle, with compositions written as $(x,y)$, the function $-3y$ serves for the corners $(0,0)$ and $(1,0)$, whereas a plane touching all three corners is identically zero and passes above the compound. That version would put chemical potentials into the statement, and linking it to the energy minimum in general would take a further argument, for instance linear-programming duality.

## Adding a compound to the corners

Let corner $i$ have composition $p_i$ and energy $E_i$. The compound has composition $q=\sum_i c_ip_i$, where $\sum_i c_i=1$, and energy $F$. For a mixture $v$, write $v_i$ for the fraction of corner phase $i$ and $v_*$ for that of the compound. In Lean these are `v (some i)` and `v none`, and `addPhase` joins the corner data to the compound's value.

```lean
/-- Extend data `f` on the corner phases by the value `a` for one further phase,
the compound, which carries the label `none`. -/
def addPhase {α : Type*} (f : ι → α) (a : α) : Option ι → α
  | none => a
  | some i => f i
```

Forming an amount $t$ of compound consumes $tc_i$ of each corner phase:

$$v_i\longmapsto v_i-tc_i,\qquad v_*\longmapsto v_*+t.$$

```lean
/-- Form an amount `t` of the compound, consuming `t * c i` of each corner phase `i`. -/
def react (c : ι → ℝ) (v : Option ι → ℝ) (t : ℝ) : Option ι → ℝ :=
  addPhase (fun i => v (some i) - t * c i) (v none + t)
```

## The composition fixes the total corner content

Let the corner compositions be affinely independent, and suppose that mixtures $u$ and $v$ have the same overall composition. Substituting $q=\sum_i c_ip_i$ gives

$$\sum_i d_i\,p_i=0,\qquad d_i=(u_i+u_*c_i)-(v_i+v_*c_i).$$

Since $\sum_i c_i=1$ and the fractions of each mixture sum to one, $\sum_i d_i=1-1=0$. Affine independence says that such a relation has only zero coefficients, so

$$u_i+u_*c_i=v_i+v_*c_i\quad\text{for every } i.$$

This is conservation of each component, whether it is free or bound in the compound.

```lean
/-- Material balance: for affinely independent corners, the overall composition fixes the
total amount of each corner phase, free or bound in the compound. -/
theorem material_balance {p : ι → V} (hp : AffineIndependent ℝ p) {c : ι → ℝ}
    (hc1 : ∑ i, c i = 1) {u v : Option ι → ℝ} (hu : IsMixture u) (hv : IsMixture v)
    (h : composition (addPhase p (∑ i, c i • p i)) u =
      composition (addPhase p (∑ i, c i • p i)) v) (i : ι) :
    u (some i) + u none * c i = v (some i) + v none * c i := by
  have hu1 := hu.2
  have hv1 := hv.2
  simp only [Fintype.sum_option] at hu1 hv1
  simp only [composition, Fintype.sum_option, addPhase] at h
  -- the differences of the two sides form an affine relation among the corners
  have key := affineIndependent_iff.1 hp univ
    (fun i => (u (some i) + u none * c i) - (v (some i) + v none * c i))
    (by
      simp only [Finset.sum_sub_distrib, Finset.sum_add_distrib, ← Finset.mul_sum, hc1]
      linarith)
    (by
      simp only [sub_smul, add_smul, mul_smul, Finset.sum_sub_distrib,
        Finset.sum_add_distrib, ← Finset.smul_sum]
      linear_combination (norm := module) h)
    i (mem_univ i)
  exact sub_eq_zero.1 key
```

The proof passes the weights $d_i$ to `affineIndependent_iff`. The two bracketed arguments show that the weights sum to zero and that their weighted sum of corner compositions vanishes.

## Energy falls as the compound forms

Add and subtract $v_*\sum_i c_iE_i$ in the energy:

$$\sum_i v_iE_i+v_*F=\sum_i(v_i+v_*c_i)E_i-v_*\Delta,\qquad \Delta=\sum_i c_iE_i-F.$$

At fixed overall composition the first sum is constant by the material balance. If $\Delta>0$, a lower energy therefore means more compound.

```lean
/-- The energy of a mixture is that of its total corner content, minus the compound fraction times
the energy released on forming the compound. -/
theorem energy_eq (E c : ι → ℝ) (F : ℝ) (v : Option ι → ℝ) :
    energy (addPhase E F) v =
      ∑ i, (v (some i) + v none * c i) * E i - v none * (∑ i, c i * E i - F) := by
  simp only [energy, Fintype.sum_option, addPhase, add_mul, Finset.sum_add_distrib,
    mul_assoc, ← Finset.mul_sum]
  ring
```

The identity is pure algebra and needs no assumption on the fractions or on $\Delta$.

The reaction changes the composition by $-t\sum_i c_ip_i+tq=0$.

```lean
/-- Forming the compound leaves the overall composition unchanged. -/
theorem composition_react (p : ι → V) (c : ι → ℝ) (v : Option ι → ℝ) (t : ℝ) :
    composition (addPhase p (∑ i, c i • p i)) (react c v t) =
      composition (addPhase p (∑ i, c i • p i)) v := by
  simp only [composition, react, Fintype.sum_option, addPhase, sub_smul, mul_smul,
    Finset.sum_sub_distrib, ← Finset.smul_sum]
  module
```

It changes the sum of the fractions by $-t\sum_i c_i+t=0$. The fractions stay nonnegative if $t\ge0$ and $tc_i\le v_i$ for every $i$.

```lean
/-- Forming the compound gives a mixture again as long as no corner phase is overdrawn. -/
theorem isMixture_react {c : ι → ℝ} (hc1 : ∑ i, c i = 1) {v : Option ι → ℝ}
    (hv : IsMixture v) {t : ℝ} (ht : 0 ≤ t) (h : ∀ i, t * c i ≤ v (some i)) :
    IsMixture (react c v t) := by
  constructor
  · rintro (_ | i)
    · simp only [react, addPhase]
      linarith [hv.1 none]
    · simp only [react, addPhase]
      linarith [h i]
  · have hv1 := hv.2
    simp only [Fintype.sum_option] at hv1
    simp only [react, Fintype.sum_option, addPhase, Finset.sum_sub_distrib,
      ← Finset.mul_sum, hc1]
    linarith
```

The case split in the proof treats the compound and the corner phases separately, and the last part checks the total.

## A mixture is on the hull exactly when a corner is missing

Assume now that every $c_i>0$ and that $\Delta>0$. The first condition puts the compound strictly inside the simplex; the second says that forming it from the corner phases releases energy.

Suppose first that all corner phases are present, and let $t=\min_i v_i>0$. Each $c_i\le1$, because the $c_i$ are positive and sum to one. Hence $tc_i\le t\le v_i$, and an amount $t$ of compound can be formed. The composition is unchanged and the energy drops by $t\Delta>0$, so $v$ does not attain the hull energy.

Conversely, suppose that $v_i=0$ for some $i$, and let $u$ be any mixture of the same composition. The balance for this corner reads

$$u_i+u_*c_i=v_*c_i.$$

Since $u_i\ge0$ and $c_i>0$, it follows that $u_*\le v_*$. The energy of $u$ minus that of $v$ is $(v_*-u_*)\Delta\ge0$, so no competitor is lower.

```lean
/-- With a compound inside the simplex of corner phases and below their energy plane, a
mixture attains the hull energy exactly when at least one corner phase is absent. -/
theorem attainsHull_iff_corner_absent {p : ι → V} (hp : AffineIndependent ℝ p)
    {E c : ι → ℝ} (hc : ∀ i, 0 < c i) (hc1 : ∑ i, c i = 1) {q : V}
    (hq : q = ∑ i, c i • p i) {F : ℝ} (hF : F < ∑ i, c i * E i)
    {v : Option ι → ℝ} (hv : IsMixture v) :
    AttainsHull (addPhase p q) (addPhase E F) v ↔ ∃ i, v (some i) = 0 := by
  subst hq
  constructor
  · intro h
    by_contra hne
    have hpos : ∀ i, 0 < v (some i) := fun i =>
      lt_of_le_of_ne (hv.1 _) (fun h0 => hne ⟨i, h0.symm⟩)
    have hn : Nonempty ι := by
      by_contra h0
      rw [not_nonempty_iff] at h0
      simp at hc1
    -- the scarcest corner phase tells how much compound can safely be formed
    obtain ⟨i₀, hmin⟩ := Finite.exists_min (fun i => v (some i))
    have hle : ∀ i, v (some i₀) * c i ≤ v (some i) := by
      intro i
      have h1 : c i ≤ 1 := by
        rw [← hc1]
        exact Finset.single_le_sum (fun j _ => (hc j).le) (mem_univ i)
      have h2 : v (some i₀) ≤ v (some i) := hmin i
      nlinarith [hpos i₀]
    have hlow := h _ (isMixture_react hc1 hv (hpos i₀).le hle) (composition_react p c v _)
    have hbal : ∀ i, react c v (v (some i₀)) (some i) + react c v (v (some i₀)) none * c i
        = v (some i) + v none * c i := by
      intro i
      simp only [react, addPhase]
      ring
    rw [energy_eq E c F v, energy_eq E c F (react c v (v (some i₀)))] at hlow
    simp only [hbal] at hlow
    simp only [react, addPhase] at hlow
    nlinarith [mul_pos (hpos i₀) (sub_pos.2 hF)]
  · rintro ⟨i, hi⟩ u hu huv
    have b := material_balance hp hc1 hu hv huv
    -- the absent corner phase bounds the compound fraction of every competitor
    have hle : u none ≤ v none :=
      le_of_mul_le_mul_right (by linarith [b i, hu.1 (some i)]) (hc i)
    rw [energy_eq E c F v, energy_eq E c F u]
    simp only [b]
    have := mul_le_mul_of_nonneg_right hle (sub_pos.2 hF).le
    linarith
```

The hypotheses `hp`, `hc`, `hc1`, `hq` and `hF` are affine independence, $c_i>0$, $\sum_i c_i=1$, the position of the compound and $\Delta>0$. In the first direction, `Finite.exists_min` selects the scarcest corner phase and `hlow` compares $v$ with the reacted mixture. In the second, `b` is the material balance, and `hle` is the bound $u_*\le v_*$, obtained by cancelling $c_i$.

The theorem covers any number of corners from one upwards. With a single corner, the compound is a lower-energy phase at the same composition. With two, it lies between them and already prevents their coexistence. From three corners on, every pair coexists while the full set does not.

## Reacting until one corner phase runs out

The criterion also gives a way to reach the hull. Keep its hypotheses: affinely independent corners, every $c_i>0$, and $\Delta>0$. Choose $t$ so that $tc_i=v_i$ for some corner $i$ and $tc_j\le v_j$ for every $j$. Then $t\ge0$, the reacted fractions form a mixture, and corner $i$ has the fraction $v_i-tc_i=0$. The criterion applies.

```lean
/-- Forming the compound until some corner phase `i` is used up, with no other corner phase
overdrawn, gives fractions that attain the hull energy. -/
theorem attainsHull_react {p : ι → V} (hp : AffineIndependent ℝ p)
    {E c : ι → ℝ} (hc : ∀ i, 0 < c i) (hc1 : ∑ i, c i = 1) {q : V}
    (hq : q = ∑ i, c i • p i) {F : ℝ} (hF : F < ∑ i, c i * E i)
    {v : Option ι → ℝ} (hv : IsMixture v) {t : ℝ} {i : ι} (hi : v (some i) = t * c i)
    (h : ∀ j, t * c j ≤ v (some j)) :
    AttainsHull (addPhase p q) (addPhase E F) (react c v t) := by
  have ht : 0 ≤ t := le_of_mul_le_mul_right (by linarith [hv.1 (some i)]) (hc i)
  refine (attainsHull_iff_corner_absent hp hc hc1 hq hF (isMixture_react hc1 hv ht h)).2
    ⟨i, ?_⟩
  simp only [react, addPhase]
  linarith
```

In code this is the limiting-reagent step $t=\min_j v_j/c_j$. In the triangle, the fractions $(1/2,1/3,1/6)$ with no compound give $t=1/2$. What remains is $(1/3,1/6,0)$ with a compound fraction of $1/2$, and the energy falls from $0$ to $-1/2$.

## The triangle with a compound at its centre

The coordinates can be read as the atomic fractions of two components of a ternary system, the third fraction being $1-x-y$.

```lean
/-- The three corner compositions `(0,0)`, `(1,0)` and `(0,1)`. -/
def corners : Fin 3 → ℝ × ℝ := ![(0, 0), (1, 0), (0, 1)]
```

To check affine independence, take weights $w_0,w_1,w_2$ with sum zero and

$$w_0(0,0)+w_1(1,0)+w_2(0,1)=(0,0).$$

The coordinates give $w_1=w_2=0$, and the sum then gives $w_0=0$.

```lean
/-- The three corner compositions are affinely independent. -/
theorem corners_affineIndependent : AffineIndependent ℝ corners := by
  rw [affineIndependent_iff_of_fintype]
  intro w h0 h1
  rw [Finset.weightedVSub_eq_weightedVSubOfPoint_of_sum_eq_zero univ w corners h0 0,
    Finset.weightedVSubOfPoint_apply] at h1
  simp only [Fin.sum_univ_three] at h0
  simp only [vsub_eq_sub, sub_zero, Fin.sum_univ_three,
    show corners 0 = (0, 0) from rfl, show corners 1 = (1, 0) from rfl,
    show corners 2 = (0, 1) from rfl, Prod.smul_mk, Prod.mk_add_mk, smul_eq_mul,
    Prod.mk_eq_zero] at h1
  obtain ⟨h1, h2⟩ := h1
  intro i
  fin_cases i
  · show w 0 = 0
    linarith
  · show w 1 = 0
    linarith
  · show w 2 = 0
    linarith
```

The compound lies at the barycentre, so $c_i=1/3$ for each corner, and $\Delta=0-(-1)=1$. A mixture of corners $i$ and $j$ with fractions $s$ and $1-s$ leaves a third corner absent and therefore attains the hull energy. If all three corner fractions are positive, none is absent, and the hull energy is not attained.

In the statement, `Pi.single i s + Pi.single j (1 - s)` encodes the two-phase fractions, and the final `0` says that no compound is present. The range $0\le s\le1$ includes the pure phases, as does the choice $i=j$. The second part covers every positive choice of the three fractions, not only equal amounts.

In the proof, `key` is the general criterion specialised to this triangle, and `third` supplies the absent corner.

```lean
/-- With corner phases of energy 0 and a compound of energy -1 at `(1/3, 1/3)`, every mixture
of two corner phases attains the hull energy, but no mixture of all three with positive
fractions does. -/
theorem pairwise_but_not_three_phase :
    (∀ (i j : Fin 3) (s : ℝ), 0 ≤ s → s ≤ 1 →
      AttainsHull (addPhase corners (1 / 3, 1 / 3)) (addPhase (fun _ => 0) (-1))
        (addPhase (Pi.single i s + Pi.single j (1 - s)) 0)) ∧
    (∀ w : Fin 3 → ℝ, (∀ i, 0 < w i) → ∑ i, w i = 1 →
      ¬ AttainsHull (addPhase corners (1 / 3, 1 / 3)) (addPhase (fun _ => 0) (-1))
        (addPhase w 0)) := by
  -- the compound sits at the barycentre of the triangle
  have hq : ((1 / 3, 1 / 3) : ℝ × ℝ) = ∑ i, (1 / 3 : ℝ) • corners i := by
    rw [Fin.sum_univ_three, show corners 0 = (0, 0) from rfl,
      show corners 1 = (1, 0) from rfl, show corners 2 = (0, 1) from rfl]
    norm_num
  have key : ∀ v : Option (Fin 3) → ℝ, IsMixture v →
      (AttainsHull (addPhase corners (1 / 3, 1 / 3)) (addPhase (fun _ => 0) (-1)) v ↔
        ∃ i, v (some i) = 0) := fun v hv =>
    attainsHull_iff_corner_absent corners_affineIndependent (c := fun _ => 1 / 3)
      (fun _ => by norm_num) (by norm_num [Fin.sum_univ_three])
      hq (by norm_num) hv
  constructor
  · intro i j s hs0 hs1
    -- the third corner phase is absent
    have third : ∀ i j : Fin 3, ∃ k, k ≠ i ∧ k ≠ j := by decide
    obtain ⟨k, hki, hkj⟩ := third i j
    refine (key _ ⟨?_, ?_⟩).2 ⟨k, ?_⟩
    · rintro (_ | l)
      · exact le_refl (0 : ℝ)
      · simp only [addPhase, Pi.add_apply, Pi.single_apply]
        split_ifs <;> linarith
    · simp [Fintype.sum_option, addPhase, Pi.single_apply, Finset.sum_add_distrib]
    · simp [addPhase, hki, hkj]
  · intro w hw hw1 h
    have hm : IsMixture (addPhase w 0) := by
      constructor
      · rintro (_ | l)
        · exact le_refl (0 : ℝ)
        · exact (hw l).le
      · simp only [Fintype.sum_option, addPhase, hw1, zero_add]
    obtain ⟨i, hi⟩ := (key _ hm).1 h
    exact (hw i).ne' hi

end

end PairwiseCoexistence
```

```lean
#print axioms PairwiseCoexistence.attainsHull_react
#print axioms PairwiseCoexistence.pairwise_but_not_three_phase
```

```
'PairwiseCoexistence.attainsHull_react' depends on axioms: [propext, Classical.choice, Quot.sound]
'PairwiseCoexistence.pairwise_but_not_three_phase' depends on axioms: [propext, Classical.choice, Quot.sound]
```
